# For independently drawn walkers, the expected population mean of an observable is its single-walker average

A population consists of `M` walkers, with `M` nonzero, each occupying a state in a finite set `S`. The walkers are drawn independently with real weights `q` that sum to one, so a population has weight equal to the product of its walkers' weights; the theorem does not need the weights to be nonnegative. It states that the mean of a real observable `f` over the walkers, averaged over all populations, equals the sum of `q s * f s` over the states. The proof first shows this for the value of `f` at one walker `i`, by writing that value as a product over all walkers with factor 1 for every walker but `i`, and exchanging the sum over populations with the product. It then averages over the walkers.

The failing Lean file:

```lean
import Mathlib

open Matrix

namespace FixedPopulationProjectorMC

noncomputable section

variable {S : Type*} [Fintype S] {M : ℕ}

/-- The mean of an observable `f` over the `M` walkers of a population `x`. -/
def popMean (f : S → ℝ) (x : Fin M → S) : ℝ := (∑ i, f (x i)) / M

/-- The joint probability of a population whose walkers are drawn independently from `q`. -/
def independentLaw (q : S → ℝ) (y : Fin M → S) : ℝ := ∏ j, q (y j)

/-- For walkers drawn independently from `q`, the expected population mean of `f` is the
average of `f` under `q`. -/
theorem independent_mean [NeZero M] (q : S → ℝ) (hq : ∑ s, q s = 1) (f : S → ℝ) :
    ∑ y : Fin M → S, independentLaw q y * popMean f y = ∑ s, q s * f s := by
  have hM : (M : ℝ) ≠ 0 := Nat.cast_ne_zero.mpr (NeZero.ne M)
  have hpi : ∀ g : Fin M → S → ℝ,
      ∑ y : Fin M → S, ∏ j, g j (y j) = ∏ j, ∑ s, g j s := by
    intro g
    rw [Finset.prod_univ_sum, Fintype.piFinset_univ]
  -- a single walker has marginal law `q`
  have hone : ∀ i : Fin M,
      ∑ y : Fin M → S, independentLaw q y * f (y i) = ∑ s, q s * f s := by
    intro i
    calc ∑ y : Fin M → S, independentLaw q y * f (y i)
        = ∑ y : Fin M → S, ∏ j, (q (y j) * if j = i then f (y j) else 1) := by
          simp [independentLaw, Finset.prod_mul_distrib]
      _ = ∏ j : Fin M, ∑ s, (q s * if j = i then f s else 1) :=
          hpi (fun j s => q s * if j = i then f s else 1)
      _ = ∏ j : Fin M, (if j = i then ∑ s, q s * f s else 1) := by
          refine Finset.prod_congr rfl fun j _ => ?_
          by_cases h : j = i <;> simp [h, hq]
      _ = ∑ s, q s * f s := by simp
  calc ∑ y : Fin M → S, independentLaw q y * popMean f y
      = (∑ i : Fin M, ∑ y : Fin M → S, independentLaw q y * f (y i)) / M := by
        rw [Finset.sum_comm, Finset.sum_div]
        refine Finset.sum_congr rfl fun y _ => ?_
        rw [popMean, ← Finset.mul_sum, mul_div_assoc]
    _ = ∑ s, q s * f s := by
        simp only [hone, Finset.sum_const, Finset.card_univ, Fintype.card_fin, nsmul_eq_mul]
        exact mul_div_cancel_left₀ _ hM

end

end FixedPopulationProjectorMC
```

Compiling this gives:

```
Main.lean:31:76: error: unsolved goals
S : Type u_1
inst✝¹ : Fintype S
M : ℕ
inst✝ : NeZero M
q : S → ℝ
hq : ∑ s, q s = 1
f : S → ℝ
hM : ↑M ≠ 0
hpi : ∀ (g : Fin M → S → ℝ), ∑ y, ∏ j, g j (y j) = ∏ j, ∑ s, g j s
i : Fin M
⊢ ∑ y, (∏ j, q (y j)) * f (y i) = ∑ x, ∏ x_1, if x_1 = i then q (x x_1) * f (x x_1) else q (x x_1)
Main.lean:32:32: warning: This simp argument is unused:
  Finset.prod_mul_distrib

Hint: Omit it from the simp argument list.
  [apply] simp [independentLaw]

Note: This linter can be disabled with `set_option linter.unusedSimpArgs false`
```

The repair, with which the file compiles:

```diff
@@ -30,5 +30,6 @@
     calc ∑ y : Fin M → S, independentLaw q y * f (y i)
         = ∑ y : Fin M → S, ∏ j, (q (y j) * if j = i then f (y j) else 1) := by
-          simp [independentLaw, Finset.prod_mul_distrib]
+          simp only [independentLaw, Finset.prod_mul_distrib, Finset.prod_ite_eq',
+            Finset.mem_univ, if_true]
       _ = ∏ j : Fin M, ∑ s, (q s * if j = i then f s else 1) :=
           hpi (fun j s => q s * if j = i then f s else 1)
```

What went wrong. The error is in the first step of the one-walker calculation, where `f (y i)` is to be written as a product over all walkers. `Finset.prod_mul_distrib` was meant to split the product into the weights and the conditional factors. But `simp` works on the inside of a term first, and its default lemmas moved the multiplication by `q` into the `if`. The remaining goal shows the result: each factor is now `q * f` or `q`, depending on the walker, and is no longer a product of two terms. `Finset.prod_mul_distrib` therefore had nothing to match, which is why the warning reports it as unused, and the two sides were left in different forms.

The repair uses `simp only`, with a list that contains no lemma for moving the multiplication into the `if`. The product now splits as intended. `Finset.prod_ite_eq'` reduces the product of conditional factors to a single `if` on whether `i` belongs to the set of all walkers, and `Finset.mem_univ` and `if_true` settle that condition, leaving `f (y i)`.
